# The Optimal Exponent and Least Energy of a Single Slater-Type Orbital in a Coulomb Field

## Choosing an exponent

Before a Slater-type function enters an atomic calculation, its exponent needs a value. One starting value comes from minimising the energy of one electron in the field of a bare nucleus. For a single Slater function this minimisation can be done in closed form, and it also gives the energy reached.

Take a nucleus of charge $Z$ at rest and one electron with angular momentum $l$, in Hartree atomic units. Write the radial wavefunction as $R(r)=u(r)/r$. The trial function is

$$u(r)=r^n e^{-ar},\qquad n\ge 1,\quad a>0 .$$

The exponent $a$ is usually written $\zeta$. The integer $n$ fixes the power of $r$ and need not be the principal quantum number of the state being approximated. The energy is the quotient

$$E(a)=\frac{\int_0^\infty\left(\frac{u'^2}{2}+\frac{l(l+1)u^2}{2r^2}-\frac{Zu^2}{r}\right)dr}{\int_0^\infty u^2\,dr}.$$

The three terms are the radial kinetic energy, the centrifugal energy and the nuclear attraction.

## The minimum as a Lean statement

The theorem `slater_minimum` says that, for real $Z>0$ and integers $n\ge1$, $l\ge0$, the least value of $E(a)$ over all $a>0$ is

$$E_{\min}=-\frac{Z^2(2n-1)}{2n\,(n+2l(l+1))}.$$

In Lean, `slater n a` is the function $u$. The definition `energyDensity Z l u r` is the integrand of the numerator for any `u : ℝ → ℝ`, with `deriv u r` as $u'(r)$, and `rayleigh Z l u` is the quotient of the two integrals over `Ioi 0`, the half-line $r>0$. The function $u$ is not normalised; the denominator takes care of that. `IsLeast` says that the value belongs to the set of quotients and is a lower bound for it, so the minimum is attained.

The hypothesis `0 < Z` means that the nucleus attracts the electron. For $Z\le0$ the quotient increases with $a$ throughout $a>0$, and there is no minimum.

The model starts from the radial quotient. The step from the three-dimensional Hamiltonian, by separating off a spherical harmonic and integrating by parts, is taken from ordinary quantum mechanics.

## From three moments to a parabola

Set $L=l(l+1)$. Since $u'=(nr^{n-1}-ar^n)e^{-ar}$, the integrand of the numerator is

$$\left[\frac{n^2+L}{2}\,r^{2n-2}-(an+Z)\,r^{2n-1}+\frac{a^2}{2}\,r^{2n}\right]e^{-2ar}.$$

Each term is a moment

$$M_k=\int_0^\infty r^k e^{-2ar}\,dr=\frac{k!}{(2a)^{k+1}},$$

and the denominator is $M_{2n}$. The ratios needed are

$$\frac{M_{2n-2}}{M_{2n}}=\frac{4a^2}{2n(2n-1)},\qquad \frac{M_{2n-1}}{M_{2n}}=\frac{a}{n}.$$

Hence

$$E(a)=\frac{(n^2+L)a^2}{n(2n-1)}-\frac{(an+Z)a}{n}+\frac{a^2}{2}
=\frac{n+2L}{2n(2n-1)}\,a^2-\frac{Z}{n}\,a .$$

Completing the square gives

$$E(a)=E_{\min}+\frac{n+2L}{2n(2n-1)}\,(a-a_*)^2,\qquad a_*=\frac{Z(2n-1)}{n+2L}.$$

The coefficient of the square is positive and $a_*>0$, so the minimum is reached at $a=a_*$.

## Distance from the hydrogenic level

The lowest hydrogenic energy for angular momentum $l$ is $-Z^2/(2(l+1)^2)$. Put $\nu=l+1$, so that $L=\nu(\nu-1)$. Over a common denominator,

$$E_{\min}+\frac{Z^2}{2\nu^2}=\frac{Z^2\left[n(n+2L)-(2n-1)\nu^2\right]}{2n(n+2L)\nu^2}=\frac{Z^2(n-\nu)^2}{2n(n+2L)\nu^2}.$$

This is the identity `slater_gap`, a comparison of two numbers; that the second is an eigenvalue is textbook knowledge. The gap vanishes at $n=l+1$, where $a_*=Z/(l+1)$ and $u$ is the exact lowest radial function.

For $n=2$, $l=0$ the minimum is $-3Z^2/8$, at $a_*=3Z/2$. This lies below the 2s level $-Z^2/8$: the nodeless trial function is not orthogonal to 1s, so its energy is an upper bound for 1s and not for 2s. In a many-electron atom, screening and the other basis functions change the best exponent.

## The kinetic term with a second derivative

The numerator could have been modelled with $-uu''/2$ in place of $u'^2/2$, the form obtained by applying the usual radial Hamiltonian to $u$ and multiplying by $u$. For these trial functions $uu'$ vanishes at both ends of the half-line, so the integrals and the minimum would be the same. The proof would need a second derivative, and the definition would suit fewer trial functions: one with a kink has a sensible $u'^2$ integral, while its pointwise $u''$ misses the contribution of the kink.

## The complete file

```lean
import Mathlib

open MeasureTheory Set

namespace SlaterVariational

noncomputable section

/-- The Slater-type reduced radial function `u(r) = r^n exp(-a r)`. -/
def slater (n : ℕ) (a r : ℝ) : ℝ := r ^ n * Real.exp (-(a * r))

/-- The radial energy density `u'^2/2 + l(l+1)u^2/(2r^2) - Z u^2/r`, meant for `r > 0`. -/
def energyDensity (Z : ℝ) (l : ℕ) (u : ℝ → ℝ) (r : ℝ) : ℝ :=
  (deriv u r) ^ 2 / 2 + l * (l + 1) * u r ^ 2 / (2 * r ^ 2) - Z * u r ^ 2 / r

/-- The Rayleigh quotient of a reduced radial function `u` on `r > 0`, meant for locally absolutely
continuous `u` that tends to 0 as `r → 0`, with integrable energy density and finite non-zero norm.
-/
def rayleigh (Z : ℝ) (l : ℕ) (u : ℝ → ℝ) : ℝ :=
  (∫ r in Ioi (0 : ℝ), energyDensity Z l u r) / ∫ r in Ioi (0 : ℝ), u r ^ 2

/-- For `b > 0`, the integral of `r^k exp(-b r)` over `r > 0` is `k!/b^(k+1)`. -/
theorem integral_moment (k : ℕ) {b : ℝ} (hb : 0 < b) :
    ∫ r in Ioi (0 : ℝ), r ^ k * Real.exp (-(b * r)) = (k.factorial : ℝ) / b ^ (k + 1) := by
  have h := Real.integral_rpow_mul_exp_neg_mul_Ioi (by positivity : (0 : ℝ) < (k : ℝ) + 1) hb
  have e : (1 / b) ^ ((k : ℝ) + 1) = (1 / b) ^ (k + 1) := by
    exact_mod_cast Real.rpow_natCast (1 / b) (k + 1)
  rw [add_sub_cancel_right, Real.Gamma_nat_eq_factorial, e] at h
  simp only [Real.rpow_natCast] at h
  rw [h, one_div, inv_pow]
  ring

/-- For `b > 0` the function `r^k exp(-b r)` is integrable over `r > 0`. -/
theorem integrable_moment (k : ℕ) {b : ℝ} (hb : 0 < b) :
    IntegrableOn (fun r : ℝ => r ^ k * Real.exp (-(b * r))) (Ioi 0) := by
  -- a non-integrable function would have integral zero in Lean
  by_contra h
  have h0 := integral_undef h
  rw [integral_moment k hb] at h0
  have : (0 : ℝ) < (k.factorial : ℝ) / b ^ (k + 1) := by positivity
  exact this.ne' h0

/-- At `r > 0` the energy density of `r^(m+1) exp(-a r)` is a combination of three powers of `r`
times `exp(-2 a r)`. -/
theorem energyDensity_slater (Z : ℝ) (l m : ℕ) (a : ℝ) {r : ℝ} (hr : 0 < r) :
    energyDensity Z l (slater (m + 1) a) r =
      (((m : ℝ) + 1) ^ 2 + l * (l + 1)) / 2 * (r ^ (2 * m) * Real.exp (-(2 * a * r)))
      - (a * (m + 1) + Z) * (r ^ (2 * m + 1) * Real.exp (-(2 * a * r)))
      + a ^ 2 / 2 * (r ^ (2 * m + 2) * Real.exp (-(2 * a * r))) := by
  have hd : HasDerivAt (slater (m + 1) a)
      ((((m : ℝ) + 1) * r ^ m - a * (r ^ m * r)) * Real.exp (-(a * r))) r := by
    have h1 : HasDerivAt (fun x : ℝ => -(a * x)) (-(a * 1)) r :=
      ((hasDerivAt_id' r).const_mul a).fun_neg
    refine ((hasDerivAt_pow (m + 1) r).fun_mul h1.exp).congr_deriv ?_
    simp only [Nat.add_sub_cancel]
    push_cast
    ring
  have he : Real.exp (-(2 * a * r)) = Real.exp (-(a * r)) ^ 2 := by
    rw [sq, ← Real.exp_add]
    congr 1
    ring
  have p0 : r ^ (2 * m) = (r ^ m) ^ 2 := by ring
  have p1 : r ^ (2 * m + 1) = (r ^ m) ^ 2 * r := by ring
  have p2 : r ^ (2 * m + 2) = (r ^ m) ^ 2 * r ^ 2 := by ring
  unfold energyDensity
  rw [hd.deriv, he, p0, p1, p2]
  simp only [slater, pow_succ r m]
  generalize Real.exp (-(a * r)) = E
  generalize r ^ m = p
  have hr0 : r ≠ 0 := hr.ne'
  field_simp
  ring

/-- For `n ≥ 1` and `a > 0` the energy density of the Slater function is integrable over
`r > 0`. -/
theorem integrable_energyDensity (Z : ℝ) (l : ℕ) {n : ℕ} (hn : 1 ≤ n) {a : ℝ} (ha : 0 < a) :
    IntegrableOn (energyDensity Z l (slater n a)) (Ioi 0) := by
  obtain ⟨m, rfl⟩ := Nat.exists_eq_add_of_le' hn
  have hb : 0 < 2 * a := by positivity
  have h := (((integrable_moment (2 * m) hb).const_mul
    ((((m : ℝ) + 1) ^ 2 + l * (l + 1)) / 2)).sub
    ((integrable_moment (2 * m + 1) hb).const_mul (a * (m + 1) + Z))).add
    ((integrable_moment (2 * m + 2) hb).const_mul (a ^ 2 / 2))
  exact IntegrableOn.congr_fun h
    (fun r hr => (energyDensity_slater Z l m a hr).symm) measurableSet_Ioi

/-- For `n ≥ 1` and `a > 0` the Rayleigh quotient of the Slater function is a quadratic
polynomial in the exponent `a`. -/
theorem rayleigh_slater (Z : ℝ) (l : ℕ) {n : ℕ} (hn : 1 ≤ n) {a : ℝ} (ha : 0 < a) :
    rayleigh Z l (slater n a) =
      (n + 2 * l * (l + 1) : ℝ) / (2 * n * (2 * n - 1)) * a ^ 2 - Z / n * a := by
  obtain ⟨m, rfl⟩ := Nat.exists_eq_add_of_le' hn
  have hb : 0 < 2 * a := by positivity
  -- the norm is a single moment
  have hN : ∫ r in Ioi (0 : ℝ), slater (m + 1) a r ^ 2 =
      ((2 * m + 2).factorial : ℝ) / (2 * a) ^ (2 * m + 2 + 1) := by
    rw [← integral_moment (2 * m + 2) hb]
    congr 1
    funext r
    have he : Real.exp (-(2 * a * r)) = Real.exp (-(a * r)) ^ 2 := by
      rw [sq, ← Real.exp_add]
      congr 1
      ring
    rw [he, slater]
    ring
  -- the energy is a combination of three moments
  have i0 := (integrable_moment (2 * m) hb).const_mul ((((m : ℝ) + 1) ^ 2 + l * (l + 1)) / 2)
  have i1 := (integrable_moment (2 * m + 1) hb).const_mul (a * (m + 1) + Z)
  have i2 := (integrable_moment (2 * m + 2) hb).const_mul (a ^ 2 / 2)
  have i01 : Integrable (fun r : ℝ =>
      (((m : ℝ) + 1) ^ 2 + l * (l + 1)) / 2 * (r ^ (2 * m) * Real.exp (-(2 * a * r)))
      - (a * (m + 1) + Z) * (r ^ (2 * m + 1) * Real.exp (-(2 * a * r))))
      (volume.restrict (Ioi 0)) := i0.sub i1
  have hE := setIntegral_congr_fun (μ := volume) measurableSet_Ioi
    (fun r hr => energyDensity_slater Z l m a (r := r) hr)
  rw [integral_add i01 i2, integral_sub i0 i1, integral_const_mul, integral_const_mul,
    integral_const_mul, integral_moment _ hb, integral_moment _ hb, integral_moment _ hb] at hE
  have f1 : ((2 * m + 1).factorial : ℝ) = (2 * m + 1) * (2 * m).factorial := by
    rw [Nat.factorial_succ]
    push_cast
    ring
  have f2 : ((2 * m + 2).factorial : ℝ) = (2 * m + 2) * ((2 * m + 1) * (2 * m).factorial) := by
    rw [← f1, Nat.factorial_succ (2 * m + 1)]
    push_cast
    ring
  have q1 : (2 * a) ^ (2 * m + 1 + 1) = (2 * a) ^ (2 * m + 1) * (2 * a) := pow_succ _ _
  have q2 : (2 * a) ^ (2 * m + 2 + 1) = (2 * a) ^ (2 * m + 1) * (2 * a) ^ 2 := by ring
  have hF : ((2 * m).factorial : ℝ) ≠ 0 := by positivity
  have hP : (2 * a) ^ (2 * m + 1) ≠ 0 := by positivity
  rw [rayleigh, hE, hN, f2, f1, q2, q1]
  generalize ((2 * m).factorial : ℝ) = F at hF ⊢
  generalize (2 * a) ^ (2 * m + 1) = P at hP ⊢
  push_cast
  rw [show 2 * ((m : ℝ) + 1) - 1 = 2 * m + 1 by ring]
  have h1 : (m : ℝ) + 1 ≠ 0 := by positivity
  have h2 : 2 * (m : ℝ) + 1 ≠ 0 := by positivity
  have h3 : 2 * (m : ℝ) + 2 ≠ 0 := by positivity
  field_simp
  ring

/-- For `n ≥ 1` and `a > 0` the quotient is a constant plus a multiple of the squared distance
of `a` from `Z(2n-1)/(n+2l(l+1))`. -/
theorem rayleigh_slater_square (Z : ℝ) (l : ℕ) {n : ℕ} (hn : 1 ≤ n) {a : ℝ} (ha : 0 < a) :
    rayleigh Z l (slater n a) =
      -Z ^ 2 * (2 * n - 1) / (2 * n * (n + 2 * l * (l + 1) : ℝ)) +
      (n + 2 * l * (l + 1) : ℝ) / (2 * n * (2 * n - 1)) *
        (a - Z * (2 * n - 1) / (n + 2 * l * (l + 1) : ℝ)) ^ 2 := by
  have hn1 : (1 : ℝ) ≤ n := by exact_mod_cast hn
  have h0 : (n : ℝ) ≠ 0 := by linarith
  have hs : 2 * (n : ℝ) - 1 ≠ 0 := by linarith
  have hD : (n + 2 * l * (l + 1) : ℝ) ≠ 0 :=
    (add_pos_of_pos_of_nonneg (by linarith) (by positivity)).ne'
  rw [rayleigh_slater Z l hn ha]
  generalize (n + 2 * l * (l + 1) : ℝ) = D at hD ⊢
  generalize 2 * (n : ℝ) - 1 = s at hs ⊢
  field_simp
  ring

/-- For `n ≥ 1` and `Z > 0`, the least Rayleigh quotient of `r^n exp(-a r)` over all exponents
`a > 0` is `-Z^2(2n-1)/(2n(n+2l(l+1)))`. -/
theorem slater_minimum {Z : ℝ} (hZ : 0 < Z) (l : ℕ) {n : ℕ} (hn : 1 ≤ n) :
    IsLeast ((fun a => rayleigh Z l (slater n a)) '' Ioi 0)
      (-Z ^ 2 * (2 * n - 1) / (2 * n * (n + 2 * l * (l + 1) : ℝ))) := by
  have hn1 : (1 : ℝ) ≤ n := by exact_mod_cast hn
  have hs : 0 < 2 * (n : ℝ) - 1 := by linarith
  have hD : 0 < (n + 2 * l * (l + 1) : ℝ) :=
    add_pos_of_pos_of_nonneg (by linarith) (by positivity)
  constructor
  · -- the optimal exponent is positive and makes the square vanish
    have ha : 0 < Z * (2 * n - 1) / (n + 2 * l * (l + 1) : ℝ) := div_pos (mul_pos hZ hs) hD
    refine ⟨_, ha, (rayleigh_slater_square Z l hn ha).trans ?_⟩
    rw [sub_self]
    simp
  · rintro _ ⟨a, ha, rfl⟩
    refine le_of_le_of_eq ?_ (rayleigh_slater_square Z l hn ha).symm
    exact le_add_of_nonneg_right (mul_nonneg
      (div_nonneg hD.le (mul_nonneg (by linarith) hs.le)) (sq_nonneg _))

/-- For `n ≥ 1` the value `-Z^2(2n-1)/(2n(n+2l(l+1)))` is `-Z^2/(2(l+1)^2)` plus an explicit
non-negative multiple of `(n-l-1)^2`. -/
theorem slater_gap (Z : ℝ) (l : ℕ) {n : ℕ} (hn : 1 ≤ n) :
    -Z ^ 2 * (2 * n - 1) / (2 * n * (n + 2 * l * (l + 1) : ℝ)) =
      -Z ^ 2 / (2 * (l + 1) ^ 2) +
      Z ^ 2 * (n - (l + 1)) ^ 2 / (2 * n * (n + 2 * l * (l + 1) : ℝ) * (l + 1) ^ 2) := by
  have hn1 : (1 : ℝ) ≤ n := by exact_mod_cast hn
  have h0 : (n : ℝ) ≠ 0 := by linarith
  have hD : (n + 2 * l * (l + 1) : ℝ) ≠ 0 :=
    (add_pos_of_pos_of_nonneg (by linarith) (by positivity)).ne'
  have hl : (l : ℝ) + 1 ≠ 0 := by positivity
  field_simp
  ring

end

end SlaterVariational
```

```lean
#print axioms SlaterVariational.energyDensity_slater
#print axioms SlaterVariational.integrable_energyDensity
#print axioms SlaterVariational.slater_minimum
#print axioms SlaterVariational.slater_gap
```

```
'SlaterVariational.energyDensity_slater' depends on axioms: [propext, Classical.choice, Quot.sound]
'SlaterVariational.integrable_energyDensity' depends on axioms: [propext, Classical.choice, Quot.sound]
'SlaterVariational.slater_minimum' depends on axioms: [propext, Classical.choice, Quot.sound]
'SlaterVariational.slater_gap' depends on axioms: [propext, Classical.choice, Quot.sound]
```

## How the lemmas carry the calculation

`integral_moment` obtains $k!/b^{k+1}$ from Mathlib's Gamma-function integral, and the calculation uses it at $b=2a$. `integrable_moment` then argues by contradiction: Lean assigns a non-integrable function the integral zero, but the moment is positive.

The proofs of `energyDensity_slater`, `integrable_energyDensity` and `rayleigh_slater` work with $n=m+1$, so the powers $2n-2$, $2n-1$, $2n$ appear as `2 * m`, `2 * m + 1`, `2 * m + 2`. `energyDensity_slater` differentiates $u$ by the product rule and expands the integrand into the three terms above. `integrable_energyDensity` combines the integrability of the three moments, so the numerator is a convergent integral.

`rayleigh_slater` integrates term by term. The facts `f1` and `f2` reduce the factorials to $(2m)!$, and `q1` and `q2` do the same for the powers of $2a$. After the common factors are replaced by single letters, `field_simp` and `ring` finish the cancellation and leave the parabola.

`rayleigh_slater_square` completes the square. The two halves of `slater_minimum` follow from it: inserting $a_*$ makes the square vanish, and for every other $a>0$ the added term is non-negative. `slater_gap` is proved by clearing denominators and comparing polynomials.
